# The dipole–dipole coupling as a mixed derivative of $1/r$, and the $R^{-6}$ prescreening bound on its square

**Q.** The claim is this. Take vectors $R \neq 0$, $a$, $b$, put $n = R/\|R\|$ and $V(s,t) = 1/\|R + sa - tb\|$ for real $s,t$. Then both mixed derivatives of $V$ at $s=t=0$ equal
$$T = \frac{\langle a,b\rangle - 3\langle a,n\rangle\langle b,n\rangle}{\|R\|^3},$$
and $T^2 \le 4\|a\|^2\|b\|^2/\|R\|^6$. I doubt that the Lean statement is about dipoles in space. I do not even see three dimensions.

**A.** `E` is any real inner-product space, and Euclidean 3-space is one instance. The argument never uses coordinates. The kernel stays $1/r$ in every dimension, so the electrostatic reading belongs to three dimensions. `⟪a, b⟫_ℝ` is the dot product $\langle a,b\rangle$.

```lean
import Mathlib

open Filter Topology
open scoped InnerProductSpace

namespace DipolePrescreening

noncomputable section

variable {E : Type*} [NormedAddCommGroup E] [InnerProductSpace ℝ E]
```

Two unit charges sit at $r_A$ and $r_B$ with $R = r_A - r_B$. Move the first by $sa$ and the second by $tb$. Their separation becomes $R + sa - tb$, and `coulomb` is their energy $V$ in atomic units. `unitDir` is $n$ and `dipoleCoupling` is $T$.

```lean
/-- Coulomb interaction of two unit charges at separation `R`, displaced by `s a` and `t b`. -/
def coulomb (R a b : E) (s t : ℝ) : ℝ := 1 / ‖R + s • a - t • b‖

/-- The direction `n = R / ‖R‖` of the separation vector. -/
def unitDir (R : E) : E := ‖R‖⁻¹ • R

/-- Dipole-dipole coupling `(⟨a,b⟩ - 3 ⟨a,n⟩ ⟨b,n⟩) / ‖R‖³` with `n = R / ‖R‖`. -/
def dipoleCoupling (R a b : E) : ℝ :=
  (⟪a, b⟫_ℝ - 3 * ⟪a, unitDir R⟫_ℝ * ⟪b, unitDir R⟫_ℝ) / ‖R‖ ^ 3
```

**Q.** Those are two charges. Where are the dipoles?

**A.** A point dipole $a$ is pictured as charges $\pm 1/s$ a displacement $sa$ apart, with $s \to 0$. Two such pairs interact through $[V(s,t) - V(s,0) - V(0,t) + V(0,0)]/(st)$, which is the difference quotient for the mixed derivative. That picture motivates the definition, and the theorems start from the derivative.

**Q.** And local correlation?

**A.** In local second-order perturbation theory the pair energy of two distant localised occupied orbitals can be estimated by replacing the two-electron integrals with couplings of transition dipoles, and what is bounded here is that estimate alone, with point dipoles, one common $R$ and finitely many excitations. With dipoles $a_\mu$ on one centre, $b_\nu$ on the other and excitation-energy denominators $\Delta_{\mu\nu}$, `pairSum` is
$$S = \sum_\mu \sum_\nu \frac{T(a_\mu,b_\nu)^2}{\Delta_{\mu\nu}},$$
where $\mu$ runs over `ι` and $\nu$ over `κ`. The dipoles and denominators are given data. For positive denominators $S \ge 0$, while the second-order energy estimate carries a minus sign, so $S$ stands for its magnitude up to a spin prefactor. No orbitals, exchange terms, spin prefactors or higher multipoles appear, so nothing is said about how close this estimate is to the true pair energy.

```lean
/-- Sum of squared dipole couplings over energy denominators `Δ μ ν`, for two finite
families of transition dipoles at separation `R`. -/
def pairSum {ι κ : Type*} [Fintype ι] [Fintype κ] (R : E) (a : ι → E) (b : κ → E)
    (Δ : ι → κ → ℝ) : ℝ :=
  ∑ μ, ∑ ν, dipoleCoupling R (a μ) (b ν) ^ 2 / Δ μ ν
```

**Q.** Show me the derivative, then.

**A.** First, $\|n\| = \|R\|^{-1}\|R\| = 1$ for $R \ne 0$.

```lean
/-- The direction of a nonzero separation vector has unit length. -/
theorem norm_unitDir {R : E} (hR : R ≠ 0) : ‖unitDir R‖ = 1 := by
  rw [unitDir, norm_smul, norm_inv, norm_norm, inv_mul_cancel₀ (norm_ne_zero_iff.2 hR)]
```

For $x \ne 0$, $\|x+sa\|^2 = \|x\|^2 + 2s\langle x,a\rangle + s^2\|a\|^2$ has slope $2\langle x,a\rangle$ at $s=0$. The square root divides this by $2\|x\|$, so $\frac{d}{ds}\|x+sa\| = \langle x,a\rangle/\|x\|$ there. In the proof `h2` is the slope of the square and `h2.sqrt` is the chain rule.

```lean
/-- For `x ≠ 0` the distance `‖x + s a‖` has derivative `⟨x,a⟩ / ‖x‖` at `s = 0`. -/
theorem hasDerivAt_dist {x : E} (hx : x ≠ 0) (a : E) :
    HasDerivAt (fun s : ℝ => ‖x + s • a‖) (⟪x, a⟫_ℝ / ‖x‖) 0 := by
  have h1 : HasDerivAt (fun s : ℝ => x + s • a) a 0 :=
    (((hasDerivAt_id' (0 : ℝ)).smul_const a).const_add x).congr_deriv (one_smul _ _)
  have h2 : HasDerivAt (fun s : ℝ => ‖x + s • a‖ ^ 2) (2 * ⟪x, a⟫_ℝ) 0 := by
    have := h1.norm_sq
    simp only [zero_smul, add_zero] at this
    exact this
  -- the distance is the square root of the squared distance
  have h3 := h2.sqrt (by simpa using hx)
  have hs : ∀ y : E, √(‖y‖ ^ 2) = ‖y‖ := fun y => Real.sqrt_sq (norm_nonneg y)
  simp only [hs, zero_smul, add_zero] at h3
  exact h3.congr_deriv (mul_div_mul_left _ _ two_ne_zero)
```

The reciprocal has slope $-\|x\|^{-2}\cdot\langle x,a\rangle/\|x\| = -\langle x,a\rangle/\|x\|^3$. Lean applies the quotient rule `fun_div` with constant numerator $1$.

```lean
/-- For `x ≠ 0` the potential `1 / ‖x + s a‖` has derivative `-⟨x,a⟩ / ‖x‖³` at `s = 0`. -/
theorem hasDerivAt_inv_dist {x : E} (hx : x ≠ 0) (a : E) :
    HasDerivAt (fun s : ℝ => 1 / ‖x + s • a‖) (-⟪x, a⟫_ℝ / ‖x‖ ^ 3) 0 := by
  have hn : ‖x‖ ≠ 0 := norm_ne_zero_iff.2 hx
  refine ((hasDerivAt_const (0 : ℝ) (1 : ℝ)).fun_div (hasDerivAt_dist hx a)
    (by simpa using hx)).congr_deriv ?_
  simp only [zero_smul, add_zero, zero_mul, one_mul, zero_sub]
  field_simp
```

Now put $x = R - tb$, which gives $\partial_s V(0,t) = u(t)/w(t)$ with $u = -\langle R - tb, a\rangle$ and $w = \|R-tb\|^3$. At $t=0$ we have $u = -\langle R,a\rangle$, $u' = \langle a,b\rangle$, $w = \|R\|^3$ and $w' = 3\|R\|^2\cdot(-\langle R,b\rangle/\|R\|) = -3\|R\|\langle R,b\rangle$. Hence
$$\frac{u'w - uw'}{w^2} = \frac{\langle a,b\rangle}{\|R\|^3} - \frac{3\langle R,a\rangle\langle R,b\rangle}{\|R\|^5} = T,$$
using $R = \|R\|\,n$. In the code `hN` is the distance slope with $-b$ in place of $a$, `hnum` is $u'$, `h3` is $w'$, and `field_simp` does the last rearrangement.

```lean
/-- The charge-dipole term `-⟨x,a⟩ / ‖x‖³` at `x = R - t b` has the dipole coupling as its
derivative at `t = 0`. -/
theorem hasDerivAt_charge_dipole {R : E} (hR : R ≠ 0) (a b : E) :
    HasDerivAt (fun t : ℝ => -⟪R - t • b, a⟫_ℝ / ‖R - t • b‖ ^ 3)
      (dipoleCoupling R a b) 0 := by
  have hn : ‖R‖ ≠ 0 := norm_ne_zero_iff.2 hR
  have hN : HasDerivAt (fun t : ℝ => ‖R - t • b‖) (-⟪R, b⟫_ℝ / ‖R‖) 0 := by
    have := hasDerivAt_dist hR (-b)
    simp only [smul_neg, ← sub_eq_add_neg, inner_neg_right] at this
    exact this
  have hnum : HasDerivAt (fun t : ℝ => -⟪R - t • b, a⟫_ℝ) ⟪a, b⟫_ℝ 0 := by
    have e : (fun t : ℝ => -⟪R - t • b, a⟫_ℝ) = fun t : ℝ => -⟪R, a⟫_ℝ + t * ⟪a, b⟫_ℝ := by
      funext t
      rw [inner_sub_left, real_inner_smul_left, real_inner_comm a b]
      ring
    rw [e]
    exact (((hasDerivAt_id' (0 : ℝ)).mul_const _).const_add _).congr_deriv (one_mul _)
  have h3 : HasDerivAt (fun t : ℝ => ‖R - t • b‖ ^ 3) (-3 * ‖R‖ * ⟪R, b⟫_ℝ) 0 := by
    refine (hN.fun_pow 3).congr_deriv ?_
    simp only [zero_smul, sub_zero, Nat.cast_ofNat, show (3 - 1 : ℕ) = 2 from rfl]
    field_simp
  -- quotient rule
  refine (hnum.fun_div h3 (by simpa using hR)).congr_deriv ?_
  simp only [zero_smul, sub_zero, dipoleCoupling, unitDir, real_inner_smul_right,
    real_inner_comm R a, real_inner_comm R b]
  field_simp
```

**Q.** Lean's `deriv` returns zero where a function is not differentiable. Could the inner derivative be such a zero?

**A.** Not near $t=0$, and `mixed_derivative` says so. Its first part reads: for all $t$ in some neighbourhood of $0$, the map $s \mapsto V(s,t)$ is differentiable at $s=0$. Its second part reads: $t \mapsto \partial_s V(0,t)$ has derivative $T$ at $t=0$. The proof uses continuity to keep $R - tb \neq 0$ for small $t$ (`hev`), obtains the formula $u/w$ there (`hs`), and transfers the derivative with `congr_of_eventuallyEq`, since functions that agree near $0$ have the same derivative at $0$.

```lean
/-- For `R ≠ 0` the `s`-derivative of the Coulomb interaction at `s = 0` exists for `t` near
zero, and its `t`-derivative at `t = 0` is the dipole coupling. -/
theorem mixed_derivative {R : E} (hR : R ≠ 0) (a b : E) :
    (∀ᶠ t in 𝓝 (0 : ℝ), DifferentiableAt ℝ (fun s => coulomb R a b s t) 0) ∧
      HasDerivAt (fun t => deriv (fun s => coulomb R a b s t) 0) (dipoleCoupling R a b) 0 := by
  -- the charges stay apart for small t
  have hc : Continuous (fun t : ℝ => R - t • b) := by fun_prop
  have hev : ∀ᶠ t in 𝓝 (0 : ℝ), R - t • b ≠ 0 :=
    hc.continuousAt.eventually_ne (by simpa using hR)
  have hs : ∀ᶠ t in 𝓝 (0 : ℝ), HasDerivAt (fun s => coulomb R a b s t)
      (-⟪R - t • b, a⟫_ℝ / ‖R - t • b‖ ^ 3) 0 := hev.mono fun t ht => by
    have h := hasDerivAt_inv_dist ht a
    have e : ∀ s : ℝ, R - t • b + s • a = R + s • a - t • b := fun s => by abel
    simp only [e] at h
    exact h
  exact ⟨hs.mono fun t ht => ht.differentiableAt,
    (hasDerivAt_charge_dipole hR a b).congr_of_eventuallyEq (hs.mono fun t ht => ht.deriv)⟩
```

**Q.** Is `hR : R ≠ 0` doing real work?

**A.** Yes. Take the real line with $R=0$ and $a=b=1$, so $V = 1/|s-t|$. Then $\partial_s V(0,t)$ is $1/t^2$ for $t>0$ and $-1/t^2$ for $t<0$. It is unbounded near $t=0$, so it has no derivative there. This example, the one-dimensional computation below and the finite-dipole picture are worked on paper and are not theorems of the file.

**Q.** Where does the factor 4 come from? The triangle inequality would give $(1+3)^2 = 16$.

**A.** From keeping the two terms together. Write $c = \langle b,n\rangle$. The numerator of $T$ is $\langle a,\, b - 3c\,n\rangle$, and for a unit vector $n$
$$\|b - 3c\,n\|^2 = \|b\|^2 - 6c^2 + 9c^2 = \|b\|^2 + 3c^2.$$
Cauchy–Schwarz bounds the squared numerator by $\|a\|^2(\|b\|^2 + 3c^2)$. Cauchy–Schwarz again gives $c^2 \le \|b\|^2$, so the bound is at most $4\|a\|^2\|b\|^2$. `angular_bound` states both inequalities for any unit $n$. There `cs` is squared Cauchy–Schwarz, `h1` rewrites the numerator, `h2` is the norm identity, `h4` is $c^2 \le \|b\|^2$, and `nlinarith` combines them.

```lean
/-- For a unit vector `n` the squared angular factor is at most `‖a‖² (‖b‖² + 3 ⟨b,n⟩²)`,
and at most `4 ‖a‖² ‖b‖²`. -/
theorem angular_bound {n : E} (hn : ‖n‖ = 1) (a b : E) :
    (⟪a, b⟫_ℝ - 3 * ⟪a, n⟫_ℝ * ⟪b, n⟫_ℝ) ^ 2 ≤ ‖a‖ ^ 2 * (‖b‖ ^ 2 + 3 * ⟪b, n⟫_ℝ ^ 2) ∧
      (⟪a, b⟫_ℝ - 3 * ⟪a, n⟫_ℝ * ⟪b, n⟫_ℝ) ^ 2 ≤ 4 * ‖a‖ ^ 2 * ‖b‖ ^ 2 := by
  have cs : ∀ x y : E, ⟪x, y⟫_ℝ ^ 2 ≤ ‖x‖ ^ 2 * ‖y‖ ^ 2 := fun x y => by
    have h := abs_le.1 (abs_real_inner_le_norm x y)
    rw [← mul_pow]
    exact sq_le_sq' h.1 h.2
  -- the factor is the overlap of a with b - 3⟨b,n⟩ n
  have h1 : ⟪a, b⟫_ℝ - 3 * ⟪a, n⟫_ℝ * ⟪b, n⟫_ℝ = ⟪a, b - (3 * ⟪b, n⟫_ℝ) • n⟫_ℝ := by
    rw [inner_sub_right, real_inner_smul_right]
    ring
  have h2 : ‖b - (3 * ⟪b, n⟫_ℝ) • n‖ ^ 2 = ‖b‖ ^ 2 + 3 * ⟪b, n⟫_ℝ ^ 2 := by
    rw [norm_sub_sq_real, real_inner_smul_right, norm_smul, hn, Real.norm_eq_abs, mul_one,
      sq_abs]
    ring
  have h3 := cs a (b - (3 * ⟪b, n⟫_ℝ) • n)
  rw [← h1, h2] at h3
  have h4 := cs b n
  rw [hn, one_pow, mul_one] at h4
  refine ⟨h3, h3.trans ?_⟩
  nlinarith [mul_le_mul_of_nonneg_left h4 (sq_nonneg ‖a‖)]
```

For a cutoff radius $\rho$ with $0 < \rho \le \|R\|$ we have $\rho^6 \le \|R\|^6$. Enlarging the numerator and shrinking the denominator, which is `div_le_div₀`, gives $T^2 \le 4\|a\|^2\|b\|^2/\rho^6$.

```lean
/-- At separation at least `ρ > 0` the squared dipole coupling is at most
`4 ‖a‖² ‖b‖² / ρ⁶`. -/
theorem dipoleCoupling_sq_le {R : E} {ρ : ℝ} (hρ : 0 < ρ) (hρR : ρ ≤ ‖R‖) (a b : E) :
    dipoleCoupling R a b ^ 2 ≤ 4 * ‖a‖ ^ 2 * ‖b‖ ^ 2 / ρ ^ 6 := by
  have hR : R ≠ 0 := norm_pos_iff.1 (hρ.trans_le hρR)
  calc dipoleCoupling R a b ^ 2
      = (⟪a, b⟫_ℝ - 3 * ⟪a, unitDir R⟫_ℝ * ⟪b, unitDir R⟫_ℝ) ^ 2 / ‖R‖ ^ 6 := by
        rw [dipoleCoupling]
        ring
    _ ≤ 4 * ‖a‖ ^ 2 * ‖b‖ ^ 2 / ρ ^ 6 :=
        div_le_div₀ (by positivity) (angular_bound (norm_unitDir hR) a b).2 (by positivity)
          (pow_le_pow_left₀ hρ.le hρR 6)
```

**Q.** One order of differentiation has been treated. Is the other assumed from equality of mixed partials?

**A.** No, it follows from relabelling the centres. Since $-R + tb - sa = -(R + sa - tb)$, the substitution $(R,a,b,s,t) \to (-R,b,a,t,s)$ leaves $V$ unchanged (`e1`). It leaves $T$ unchanged too, because $n \to -n$ enters twice (`e2`). Applying `mixed_derivative` to $(-R,b,a)$ gives the second order, and its first part covers the inner $t$-derivative for small $s$, although `dipole_prescreening` records only the outer derivatives. That theorem reads: for $R \ne 0$, $\partial_t\partial_s V$ and $\partial_s\partial_t V$ at zero both equal $T$, and $T^2 \le 4\|a\|^2\|b\|^2/\|R\|^6$, the case $\rho = \|R\|$.

```lean
/-- For `R ≠ 0` the mixed derivative of `1 / ‖R + s a - t b‖` at zero, in either order, is the
dipole coupling, and its square is at most `4 ‖a‖² ‖b‖² / ‖R‖⁶`. -/
theorem dipole_prescreening {R : E} (hR : R ≠ 0) (a b : E) :
    HasDerivAt (fun t => deriv (fun s => coulomb R a b s t) 0) (dipoleCoupling R a b) 0 ∧
      HasDerivAt (fun s => deriv (fun t => coulomb R a b s t) 0) (dipoleCoupling R a b) 0 ∧
      dipoleCoupling R a b ^ 2 ≤ 4 * ‖a‖ ^ 2 * ‖b‖ ^ 2 / ‖R‖ ^ 6 := by
  refine ⟨(mixed_derivative hR a b).2, ?_,
    dipoleCoupling_sq_le (norm_pos_iff.2 hR) le_rfl a b⟩
  -- exchange the two centres
  have e1 : ∀ s t : ℝ, coulomb (-R) b a t s = coulomb R a b s t := fun s t => by
    have h : -R + t • b - s • a = -(R + s • a - t • b) := by abel
    rw [coulomb, coulomb, h, norm_neg]
  have e2 : dipoleCoupling (-R) b a = dipoleCoupling R a b := by
    simp only [dipoleCoupling, unitDir, norm_neg, smul_neg, inner_neg_right,
      real_inner_comm a b]
    ring
  have h := (mixed_derivative (neg_ne_zero.2 hR) b a).2
  simp only [e1, e2] at h
  exact h
```

**Q.** Could the constant be smaller?

**A.** Not for all orientations. For $a = \alpha n$ and $b = \beta n$ with real $\alpha,\beta$, the numerator is $\alpha\beta - 3\alpha\beta$, so $T = -2\alpha\beta/\|R\|^3$ and $T^2 = 4\alpha^2\beta^2/\|R\|^6$, which equals the bound. `collinear_sharp` states both equalities, and its proof rests on $\langle n,n\rangle = 1$ (`hnn`).

```lean
/-- Dipoles `α n` and `β n` along the separation have coupling `-2 α β / ‖R‖³`, whose square
equals `4 ‖α n‖² ‖β n‖² / ‖R‖⁶`. -/
theorem collinear_sharp {R : E} (hR : R ≠ 0) (α β : ℝ) :
    dipoleCoupling R (α • unitDir R) (β • unitDir R) = -2 * α * β / ‖R‖ ^ 3 ∧
      dipoleCoupling R (α • unitDir R) (β • unitDir R) ^ 2
        = 4 * ‖α • unitDir R‖ ^ 2 * ‖β • unitDir R‖ ^ 2 / ‖R‖ ^ 6 := by
  have hn := norm_unitDir hR
  have hnn : ⟪unitDir R, unitDir R⟫_ℝ = 1 := by
    rw [real_inner_self_eq_norm_sq, hn, one_pow]
  have h1 : dipoleCoupling R (α • unitDir R) (β • unitDir R) = -2 * α * β / ‖R‖ ^ 3 := by
    simp only [dipoleCoupling, real_inner_smul_left, real_inner_smul_right, hnn]
    ring
  refine ⟨h1, ?_⟩
  rw [h1]
  simp only [norm_smul, hn, Real.norm_eq_abs, mul_one, sq_abs]
  ring
```

The smallest space with $R \neq 0$ is the real line, where every dipole is collinear. For $R>0$ and small $s,t$, $V = 1/(R + sa - tb)$, so $\partial_s V = -a/(R+sa-tb)^2$ and $\partial_t\partial_s V = -2ab/R^3$ at zero, in agreement with the formula.

**Q.** And the screening statement?

**A.** Assume $0 < \rho \le \|R\|$ and a gap $\delta > 0$ with $\Delta_{\mu\nu} \ge \delta$ for all $\mu,\nu$. The gap is the hypothesis `hΔ` and is not derived from a Hamiltonian. Each term of $S$ is at most $4\|a_\mu\|^2\|b_\nu\|^2/(\rho^6\delta)$, and the double sum factorises:
$$S \le \frac{4\left(\sum_\mu\|a_\mu\|^2\right)\left(\sum_\nu\|b_\nu\|^2\right)}{\delta\rho^6}.$$
The step `e` expands the right side into a double sum, and `Finset.sum_le_sum`, used twice, compares term by term. Besides $\delta$ and $\rho$, the right side involves only one number per centre, the sum of its squared dipole norms, and if either family is empty both sides are zero.

```lean
/-- With denominators at least `δ > 0` and separation at least `ρ > 0`, the pair sum is at
most `4 (∑ ‖a μ‖²) (∑ ‖b ν‖²) / (δ ρ⁶)`. -/
theorem pairSum_le {ι κ : Type*} [Fintype ι] [Fintype κ] {R : E} {ρ δ : ℝ} (hρ : 0 < ρ)
    (hρR : ρ ≤ ‖R‖) (hδ : 0 < δ) (a : ι → E) (b : κ → E) {Δ : ι → κ → ℝ}
    (hΔ : ∀ μ ν, δ ≤ Δ μ ν) :
    pairSum R a b Δ ≤ 4 * (∑ μ, ‖a μ‖ ^ 2) * (∑ ν, ‖b ν‖ ^ 2) / (δ * ρ ^ 6) := by
  have e : 4 * (∑ μ, ‖a μ‖ ^ 2) * (∑ ν, ‖b ν‖ ^ 2) / (δ * ρ ^ 6)
      = ∑ μ, ∑ ν, 4 * ‖a μ‖ ^ 2 * ‖b ν‖ ^ 2 / ρ ^ 6 / δ := by
    rw [mul_assoc, Finset.sum_mul_sum, Finset.mul_sum, Finset.sum_div]
    refine Finset.sum_congr rfl fun μ _ => ?_
    rw [Finset.mul_sum, Finset.sum_div]
    refine Finset.sum_congr rfl fun ν _ => ?_
    ring
  rw [e, pairSum]
  exact Finset.sum_le_sum fun μ _ => Finset.sum_le_sum fun ν _ =>
    div_le_div₀ (by positivity) (dipoleCoupling_sq_le hρ hρR _ _) hδ (hΔ μ ν)

end

end DipolePrescreening
```

```lean
#print axioms DipolePrescreening.dipole_prescreening
-- 'DipolePrescreening.dipole_prescreening' depends on axioms: [propext, Classical.choice, Quot.sound]
#print axioms DipolePrescreening.collinear_sharp
-- 'DipolePrescreening.collinear_sharp' depends on axioms: [propext, Classical.choice, Quot.sound]
#print axioms DipolePrescreening.pairSum_le
-- 'DipolePrescreening.pairSum_le' depends on axioms: [propext, Classical.choice, Quot.sound]
```
